# An s-wave tip samples a regular vacuum wave at the tip centre

In a simulated STM image, a code often evaluates each sample state at the centre of the tip instead of integrating a tunnelling flux over a surface. For an s-wave tip in a constant barrier, this replacement rests on a radial identity. Let φ satisfy

φ'' + 2φ'/r = κ²φ for 0 < r ≤ R,

with φ(r) → φ(0) as r → 0, and let G(r) = e^(−κr)/(4πr) be the tip function. Then, for every r in (0, R],

4πr²(Gφ' − φG') = φ(0).

Here r is the distance from the tip centre and κ is the decay constant set by the barrier height above the electron's energy. Tip and sample share one κ because the tunnelling is elastic and the barrier is flat.

## From a surface integral to one grid point

Bardeen's matrix element is, up to a prefactor, the flux between a tip state and a sample state ψ through a surface separating them. On a sphere about the tip centre, G has no angular dependence, so only the spherical average φ of ψ contributes. Suppose ∇²ψ = κ²ψ in a region containing the closed ball of radius R about the tip centre. Averaging over angles removes the angular part of the Laplacian, so φ obeys the radial equation above. If ψ is continuous, φ(0) is ψ at the centre. In this single-particle, flat-barrier model, the matrix element is therefore proportional to that one value, and the radius of the sphere does not matter.

## The flux is constant, and the centre fixes its value

Differentiating the tip function gives

G' = −(1 + κr)e^(−κr)/(4πr²).

The flux F(r) = 4πr²(Gφ' − φG') is therefore

F = e^(−κr)[rφ' + (1 + κr)φ].

Its derivative is

F' = e^(−κr)[−κrφ' − κ(1 + κr)φ + φ' + rφ'' + κφ + (1 + κr)φ']
= e^(−κr)[rφ'' + 2φ' − κ²rφ] = 0.

So F is a constant c. With u = rφ, this reads

u' = c e^(κr) − κu.

As r → 0, φ stays bounded, so u → 0 and u' → c. Setting u(0) = 0 makes u continuous at the centre, and the mean value theorem, applied to real and imaginary parts, gives u the one-sided slope c there. That slope is also the limit of u(r)/r = φ(r), which is φ(0). Hence c = φ(0).

The equation contains only κ², so the same result holds with −κ:

u' + κu = φ(0)e^(κr), u' − κu = φ(0)e^(−κr).

Subtracting gives, for κ ≠ 0,

φ(r) = φ(0) sinh(κr)/(κr).

For a numerical instance, take κ = 1, φ(0) = 1 and r = 1. Then φ(1) = sinh 1 ≈ 1.1752 and φ'(1) = cosh 1 − sinh 1 ≈ 0.3679. The flux is 0.3679 × (0.3679 + 2 × 1.1752) ≈ 1.000, as required.

Continuity at the centre matters. For κ ≠ 0, the singular wave φ = cosh(κr)/r solves the same equation for r > 0. Its flux is e^(−κr)(κ sinh κr + κ cosh κr) = κ, so assigning φ(0) = 0 breaks the identity.

## The Lean file

```lean
import Mathlib

open Set Filter Topology

namespace STMTipSampling

noncomputable section

/-- The s-wave tip function `G(r) = exp(-κ r) / (4 π r)`, for `r ≠ 0`. -/
def tipWave (κ r : ℝ) : ℝ := Real.exp (-κ * r) / (4 * Real.pi * r)

/-- The function `φ`, with radial derivative `dφ`, solves the s-wave vacuum equation
`φ'' + 2 φ' / r = κ² φ` for `0 < r ≤ R` (derivatives at `R` are one-sided). -/
structure SolvesVacuum (κ R : ℝ) (φ dφ : ℝ → ℂ) : Prop where
  slope : ∀ r ∈ Ioc 0 R, HasDerivWithinAt φ (dφ r) (Ioc 0 R) r
  radial : ∀ r ∈ Ioc 0 R,
    HasDerivWithinAt dφ ((κ : ℂ) ^ 2 * φ r - 2 / (r : ℂ) * dφ r) (Ioc 0 R) r

/-- The flux `4 π r² (G φ' - φ G')` between tip and sample through the sphere of
radius `r > 0` about the tip centre. -/
def tipFlux (κ : ℝ) (φ dφ : ℝ → ℂ) (r : ℝ) : ℂ :=
  4 * (Real.pi : ℂ) * (r : ℂ) ^ 2 *
    ((tipWave κ r : ℂ) * dφ r - φ r * ((deriv (tipWave κ) r : ℝ) : ℂ))

/-- Away from the centre the tip function has the slope
`G'(r) = -(1 + κ r) exp(-κ r) / (4 π r²)`. -/
theorem tipWave_hasDerivAt (κ : ℝ) {r : ℝ} (hr : r ≠ 0) :
    HasDerivAt (tipWave κ)
      (-(1 + κ * r) * Real.exp (-κ * r) / (4 * Real.pi * r ^ 2)) r := by
  have h1 : HasDerivAt (fun x : ℝ => Real.exp (-κ * x))
      (Real.exp (-κ * r) * (-κ * 1)) r := ((hasDerivAt_id' r).const_mul (-κ)).exp
  have h2 : HasDerivAt (fun x : ℝ => 4 * Real.pi * x) (4 * Real.pi * 1) r :=
    (hasDerivAt_id' r).const_mul _
  refine (h1.fun_div h2 (by positivity)).congr_deriv ?_
  rw [div_eq_div_iff (by positivity) (by positivity)]
  ring

/-- For `r ≠ 0` the flux equals `exp(-κ r) (r φ' + (1 + κ r) φ)`. -/
theorem tipFlux_eq (κ : ℝ) (φ dφ : ℝ → ℂ) {r : ℝ} (hr : r ≠ 0) :
    tipFlux κ φ dφ r =
      (Real.exp (-κ * r) : ℂ) * (r * dφ r + (1 + κ * r) * φ r) := by
  have hr' : (r : ℂ) ≠ 0 := by exact_mod_cast hr
  have hpi : (Real.pi : ℂ) ≠ 0 := by exact_mod_cast Real.pi_ne_zero
  unfold tipFlux
  rw [(tipWave_hasDerivAt κ hr).deriv]
  unfold tipWave
  generalize Real.exp (-κ * r) = e
  push_cast
  field_simp
  ring

/-- The flux of a vacuum solution is the same through all spheres of radius in `(0, R]`. -/
theorem tipFlux_const {κ R : ℝ} {φ dφ : ℝ → ℂ} (h : SolvesVacuum κ R φ dφ)
    {a b : ℝ} (ha : a ∈ Ioc 0 R) (hb : b ∈ Ioc 0 R) :
    tipFlux κ φ dφ a = tipFlux κ φ dφ b := by
  have hF : ∀ x ∈ Ioc 0 R, HasDerivWithinAt
      (fun x : ℝ => (Real.exp (-κ * x) : ℂ) * (x * dφ x + (1 + κ * x) * φ x))
      0 (Ioc 0 R) x := by
    intro x hx
    have hx0 : (x : ℂ) ≠ 0 := by exact_mod_cast hx.1.ne'
    have he := ((hasDerivAt_id' x).const_mul (-κ)).exp.ofReal_comp
    have hid : HasDerivAt (fun y : ℝ => (y : ℂ)) 1 x := by
      simpa using (hasDerivAt_id' x).ofReal_comp
    have hk := (hid.const_mul (κ : ℂ)).const_add 1
    refine (he.hasDerivWithinAt.mul ((hid.hasDerivWithinAt.mul (h.radial x hx)).add
      (hk.hasDerivWithinAt.mul (h.slope x hx)))).congr_deriv ?_
    -- the radial equation cancels every term
    have h2 : (x : ℂ) * (2 / x) = 2 := by field_simp
    simp only [Pi.add_apply, Pi.mul_apply, Complex.ofReal_mul, Complex.ofReal_neg,
      Complex.ofReal_one]
    linear_combination -((Real.exp (-κ * x) : ℂ) * dφ x) * h2
  have key := Convex.norm_image_sub_le_of_norm_hasDerivWithin_le
    (f' := fun _ => (0 : ℂ)) (C := 0) hF (by simp) (convex_Ioc 0 R) hb ha
  rw [zero_mul] at key
  rw [tipFlux_eq κ φ dφ ha.1.ne', tipFlux_eq κ φ dφ hb.1.ne']
  exact sub_eq_zero.1 (norm_le_zero_iff.1 key)

/-- An s-wave tip samples the wave function at its centre: for a vacuum solution `φ` that is
continuous at the centre, `4 π r² (G φ' - φ G') = φ(0)` at every `0 < r ≤ R`. -/
theorem tipFlux_eq_center {κ R : ℝ} {φ dφ : ℝ → ℂ} (h : SolvesVacuum κ R φ dφ)
    (h0 : Tendsto φ (𝓝[>] 0) (𝓝 (φ 0))) {r : ℝ} (hr : r ∈ Ioc 0 R) :
    tipFlux κ φ dφ r = φ 0 := by
  have hR : 0 < R := hr.1.trans_le hr.2
  obtain ⟨c, hc⟩ : ∃ c, c = tipFlux κ φ dφ r := ⟨_, rfl⟩
  rw [← hc]
  -- constancy of the flux is a first-order equation for `r φ`
  have hu : ∀ x ∈ Ioo 0 R, HasDerivAt (fun y : ℝ => (y : ℂ) * φ y)
      ((Real.exp (κ * x) : ℂ) * c - κ * (x * φ x)) x := by
    intro x hx
    have hx' : x ∈ Ioc 0 R := ⟨hx.1, hx.2.le⟩
    have hid : HasDerivAt (fun y : ℝ => (y : ℂ)) 1 x := by
      simpa using (hasDerivAt_id' x).ofReal_comp
    have hf := (tipFlux_const h hx' hr).trans hc.symm
    rw [tipFlux_eq κ φ dφ hx.1.ne'] at hf
    have he : (Real.exp (κ * x) : ℂ) * (Real.exp (-κ * x) : ℂ) = 1 := by
      rw [← Complex.ofReal_mul, ← Real.exp_add]
      simp
    refine (hid.fun_mul ((h.slope x hx').hasDerivAt
      (Ioc_mem_nhds hx.1 hx.2))).congr_deriv ?_
    linear_combination (Real.exp (κ * x) : ℂ) * hf
      - (x * dφ x + (1 + κ * x) * φ x) * he
  have hx0 : Tendsto (fun x : ℝ => (x : ℂ)) (𝓝[>] 0) (𝓝 0) :=
    (Complex.continuous_ofReal.tendsto' 0 0 Complex.ofReal_zero).mono_left
      nhdsWithin_le_nhds
  have hxφ : Tendsto (fun x : ℝ => (x : ℂ) * φ x) (𝓝[>] 0) (𝓝 0) := by
    simpa using hx0.mul h0
  have hE : Tendsto (fun x : ℝ => (Real.exp (κ * x) : ℂ)) (𝓝[>] 0) (𝓝 1) :=
    (Continuous.tendsto' (by fun_prop) 0 1 (by simp)).mono_left nhdsWithin_le_nhds
  have hlim : Tendsto (fun x : ℝ => (Real.exp (κ * x) : ℂ) * c - κ * (x * φ x))
      (𝓝[>] 0) (𝓝 c) := by
    simpa using (hE.mul_const c).sub (hxφ.const_mul (κ : ℂ))
  have hcont : ContinuousWithinAt (fun y : ℝ => (y : ℂ) * φ y) (Ioi 0) 0 := by
    simpa [ContinuousWithinAt] using hxφ
  -- the slope of `r φ` at the centre is `c`, and it is also `φ 0`
  have hd := hasDerivWithinAt_Ici_of_tendsto_deriv (s := Ioo 0 R)
    (fun x hx => (hu x hx).differentiableAt.differentiableWithinAt)
    (hcont.mono Ioo_subset_Ioi_self) (Ioo_mem_nhdsGT hR)
    (hlim.congr' (by
      filter_upwards [Ioo_mem_nhdsGT hR] with x hx using (hu x hx).deriv.symm))
  have hs := (hasDerivWithinAt_iff_tendsto_slope' (by simp : (0 : ℝ) ∉ Ioi 0)).1
    (hd.mono Ioi_subset_Ici_self)
  refine tendsto_nhds_unique (hs.congr' ?_) h0
  filter_upwards [self_mem_nhdsWithin] with x hx
  have hx' : x ≠ 0 := (mem_Ioi.1 hx).ne'
  rw [slope_def_module]
  simp [Complex.real_smul, hx']

/-- For `κ ≠ 0`, a vacuum solution continuous at the centre is fixed by its central value:
`φ(r) = φ(0) sinh(κ r) / (κ r)` for `0 < r ≤ R`. -/
theorem eq_center_mul_sinh {κ R : ℝ} (hκ : κ ≠ 0) {φ dφ : ℝ → ℂ}
    (h : SolvesVacuum κ R φ dφ) (h0 : Tendsto φ (𝓝[>] 0) (𝓝 (φ 0)))
    {r : ℝ} (hr : r ∈ Ioc 0 R) :
    φ r = φ 0 * ((Real.sinh (κ * r) / (κ * r) : ℝ) : ℂ) := by
  have hκ' : (κ : ℂ) ≠ 0 := by exact_mod_cast hκ
  have hr' : (r : ℂ) ≠ 0 := by exact_mod_cast hr.1.ne'
  -- the equation contains only `κ²`, so the tip function with `-κ` may be used as well
  have hneg : SolvesVacuum (-κ) R φ dφ :=
    ⟨h.slope, fun x hx => (h.radial x hx).congr_deriv (by push_cast; ring)⟩
  have h1 := tipFlux_eq_center h h0 hr
  have h2 := tipFlux_eq_center hneg h0 hr
  rw [tipFlux_eq _ φ dφ hr.1.ne'] at h1 h2
  simp only [neg_neg, Complex.ofReal_neg] at h2
  have he : (Real.exp (κ * r) : ℂ) * (Real.exp (-κ * r) : ℂ) = 1 := by
    rw [← Complex.ofReal_mul, ← Real.exp_add]
    simp
  have hk : φ r = φ 0 * ((Real.exp (κ * r) : ℂ) - (Real.exp (-κ * r) : ℂ))
      / (2 * κ * r) := by
    rw [eq_div_iff (mul_ne_zero (mul_ne_zero two_ne_zero hκ') hr')]
    linear_combination (Real.exp (κ * r) : ℂ) * h1 - (Real.exp (-κ * r) : ℂ) * h2
      - (2 * κ * r * φ r) * he
  refine hk.trans ?_
  rw [Real.sinh_eq, ← neg_mul]
  simp only [Complex.ofReal_div, Complex.ofReal_sub, Complex.ofReal_mul,
    Complex.ofReal_ofNat]
  ring

/-- If the reduced radial function `u` obeys `u'' = κ² u`, then `φ = u / r` solves the
s-wave vacuum equation. -/
theorem solvesVacuum_of_reduced {κ R : ℝ} {φ u v : ℝ → ℂ}
    (hu : ∀ r, HasDerivAt u (v r) r) (hv : ∀ r, HasDerivAt v ((κ : ℂ) ^ 2 * u r) r)
    (hφ : ∀ r ∈ Ioc 0 R, φ r = u r / r) :
    SolvesVacuum κ R φ (fun r => (v r - u r / r) / r) := by
  have hid : ∀ x : ℝ, HasDerivAt (fun y : ℝ => (y : ℂ)) 1 x := fun x => by
    simpa using (hasDerivAt_id' x).ofReal_comp
  constructor
  · intro r hr
    have hr' : (r : ℂ) ≠ 0 := by exact_mod_cast hr.1.ne'
    refine (((hu r).fun_div (hid r) hr').hasDerivWithinAt.congr hφ
      (hφ r hr)).congr_deriv ?_
    field_simp
  · intro r hr
    have hr' : (r : ℂ) ≠ 0 := by exact_mod_cast hr.1.ne'
    refine (((hv r).fun_sub ((hu r).fun_div (hid r) hr')).fun_div (hid r)
      hr').hasDerivWithinAt.congr_deriv ?_
    rw [hφ r hr]
    field_simp
    ring

/-- The regular s-wave `sinh(κ r) / (κ r)`, with value `1` at the centre, for `κ ≠ 0`. -/
def regularWave (κ r : ℝ) : ℂ :=
  if r = 0 then 1 else ((Real.sinh (κ * r) / κ : ℝ) : ℂ) / r

/-- For `κ ≠ 0` the regular s-wave solves the vacuum equation and is continuous at the
centre. -/
theorem regularWave_witness {κ : ℝ} (hκ : κ ≠ 0) (R : ℝ) :
    SolvesVacuum κ R (regularWave κ) (fun r => ((Real.cosh (κ * r) : ℂ)
      - ((Real.sinh (κ * r) / κ : ℝ) : ℂ) / r) / r) ∧
    Tendsto (regularWave κ) (𝓝[>] 0) (𝓝 (regularWave κ 0)) := by
  have hκ' : (κ : ℂ) ≠ 0 := by exact_mod_cast hκ
  have hu : ∀ r : ℝ, HasDerivAt (fun x : ℝ => ((Real.sinh (κ * x) / κ : ℝ) : ℂ))
      (Real.cosh (κ * r) : ℂ) r := fun r =>
    (((hasDerivAt_id' r).const_mul κ).sinh.div_const κ).ofReal_comp.congr_deriv
      (by rw [mul_one, mul_div_cancel_right₀ _ hκ])
  have hv : ∀ r : ℝ, HasDerivAt (fun x : ℝ => (Real.cosh (κ * x) : ℂ))
      ((κ : ℂ) ^ 2 * ((Real.sinh (κ * r) / κ : ℝ) : ℂ)) r := fun r =>
    ((hasDerivAt_id' r).const_mul κ).cosh.ofReal_comp.congr_deriv
      (by push_cast; field_simp)
  refine ⟨solvesVacuum_of_reduced hu hv fun r hr => if_neg hr.1.ne', ?_⟩
  -- the central value is the slope of `sinh(κ r) / κ` at zero
  have hs := (hasDerivWithinAt_iff_tendsto_slope' (by simp : (0 : ℝ) ∉ Ioi 0)).1
    (hu 0).hasDerivWithinAt
  have h1 : regularWave κ 0 = (Real.cosh (κ * 0) : ℂ) := by simp [regularWave]
  rw [h1]
  refine hs.congr' ?_
  filter_upwards [self_mem_nhdsWithin] with x hx
  have hx' : x ≠ 0 := (mem_Ioi.1 hx).ne'
  rw [slope_def_module, regularWave, if_neg hx', Complex.real_smul]
  simp only [sub_zero, mul_zero, Real.sinh_zero, zero_div, Complex.ofReal_zero,
    Complex.ofReal_inv]
  ring

end

end STMTipSampling
```

```lean
#print axioms STMTipSampling.tipFlux_eq_center
#print axioms STMTipSampling.eq_center_mul_sinh
```

```
'STMTipSampling.tipFlux_eq_center' depends on axioms: [propext, Classical.choice, Quot.sound]
'STMTipSampling.eq_center_mul_sinh' depends on axioms: [propext, Classical.choice, Quot.sound]
```

## What is checked, and under which assumptions

`SolvesVacuum κ R φ dφ` says that `dφ` is the derivative of the complex-valued `φ` on (0, R] and that the radial equation holds there, with one-sided derivatives at R. `tipWave` is G, and `tipFlux` uses its actual derivative. The main theorem, `tipFlux_eq_center`, holds for every real κ, including zero, and asks only for continuity at the centre, not for φ to be C² there.

`tipWave_hasDerivAt` and `tipFlux_eq` carry out the first reduction. In `tipFlux_const`, the radial equation supplies φ'', `linear_combination` checks that F' then vanishes, and a derivative bound of zero on an interval makes F constant. `tipFlux_eq_center` obtains the slope of rφ at the centre from the limit of its derivative, then equates it with φ(0) by uniqueness of limits.

`eq_center_mul_sinh` proves the closed form. `solvesVacuum_of_reduced` turns solutions of u'' = κ²u into vacuum waves, and `regularWave_witness` uses it to show that sinh(κr)/(κr), with value 1 at the centre, meets the hypotheses for κ ≠ 0.

The angular averaging and the singular example are argued only in the text above. The vacuum equation is assumed all the way to the tip centre, so the sample state is continued through the tip's volume as if no tip potential were there. Tips with p or d character, the current prefactor and the sum over states that yields a Tersoff–Hamann image need separate treatment, as do grid and basis-set errors in the computed φ(0).
